# The multi-site Stoner criterion for a positive definite susceptibility: strict quadratic stability means every eigenvalue is below \(1/I\)

Let a finite set of sites carry real magnetizations \(m_i\), collected in a vector \(m\). The bare susceptibility \(\chi\) is a real symmetric positive definite matrix: without exchange, a weak static field \(h\) produces \(m=\chi h\). Symmetry expresses reciprocity of the static response between sites, and positive definiteness says that the system without exchange is stable against every magnetization pattern. The Stoner exchange \(I>0\) is the same on every site and adds a field \(Im\) to the applied one. This fixes the convention for factors of two in \(I\).

The Stoner kernel and the quadratic Landau energy are

\[
K=\chi^{-1}-I\,\mathbf 1,\qquad
E(m)=\tfrac12\left(m\cdot\chi^{-1}m-I\,m\cdot m\right)=\tfrac12\,m\cdot Km .
\]

A mode of a matrix \(A\) with eigenvalue \(\mu\) is a vector \(v\neq0\) with \(Av=\mu v\); it need not be normalized.

## Stability and response from the eigenvalues

The claim is that the following three conditions are equivalent:

1. \(K\) is positive definite.
2. Every eigenvalue of \(\chi\) is below \(1/I\).
3. \(\mathbf 1-I\chi\) is invertible and \((\mathbf 1-I\chi)^{-1}\chi\) is positive definite.

**From the kernel to the eigenvalues.** Let \(\chi v=\mu v\) with \(v\ne0\). Then \(0<v\cdot\chi v=\mu\,v\cdot v\), so \(\mu>0\). Applying \(\chi^{-1}\) to the eigenvalue equation gives \(v=\mu\chi^{-1}v\), hence \(\chi^{-1}v=\mu^{-1}v\), and

\[
E(v)=\tfrac12\left(\frac1\mu-I\right)v\cdot v .
\]

For a normalized mode the last factor is one. If \(K\) is positive definite, then \(E(v)>0\), so \(1/\mu>I\), which is \(\mu<1/I\).

**From the eigenvalues to the kernel.** Let \(Kw=\kappa w\) with \(w\neq0\). Then \(\chi^{-1}w=(\kappa+I)w\). Since \(\chi^{-1}\) is also positive definite, \(\kappa+I>0\), and \(w\) is a mode of \(\chi\) with eigenvalue \(1/(\kappa+I)\). By assumption \(1/(\kappa+I)<1/I\), so \(\kappa>0\). The symmetric matrix \(K\) has an orthonormal basis of eigenvectors. If \(m\) has components \(c_i\) in it, then \(m\cdot Km=\sum_i\kappa_ic_i^2\), which is positive for \(m\ne0\).

**The enhanced response.** With exchange, \(m=\chi(h+Im)\), so \((\mathbf 1-I\chi)m=\chi h\). The factorization

\[
\mathbf 1-I\chi=\chi\left(\chi^{-1}-I\,\mathbf 1\right)=\chi K
\]

shows that \(\mathbf 1-I\chi\) is invertible exactly when \(K\) is, and then

\[
(\mathbf 1-I\chi)^{-1}\chi=K^{-1}\chi^{-1}\chi=K^{-1}.
\]

An invertible symmetric matrix is positive definite exactly when its inverse is, which connects the third condition to the first.

For a single site with \(\chi=a>0\), the condition is \(Ia<1\) and the enhanced susceptibility is \(a/(1-Ia)\), which diverges as \(Ia\) approaches one from below. For \(Ia>1\) the denominator is still invertible, but the response is negative. Invertibility by itself therefore does not signal stability.

The familiar Stoner criterion for a band ferromagnet involves the density of states at the Fermi level. Here \(\chi\) is given, and its calculation from a band structure is a separate task. In electronic-structure work, the eigenvalues of a static \(\chi\) for finitely many sites can test a paramagnetic solution for magnetic instability, within this quadratic model with uniform on-site exchange. The test does not determine the ordered state that follows an instability.

## Modes, kernel and energy in Lean

The sites form an arbitrary finite type `n`, and magnetizations are functions `n → ℝ`.

```lean
import Mathlib

open Matrix

namespace MultiSiteStoner

noncomputable section

variable {n : Type*} [Fintype n] [DecidableEq n]
```

A mode combines the eigenvalue equation with the requirement that the vector be nonzero. The symbol `*ᵥ` is the matrix acting on a vector.

```lean
/-- A nonzero magnetization pattern `v` that the matrix `A` multiplies by the number `μ`. -/
def IsMode (A : Matrix n n ℝ) (μ : ℝ) (v : n → ℝ) : Prop :=
  v ≠ 0 ∧ A *ᵥ v = μ • v
```

The next three definitions are \(K\), \(E(m)\) and the enhanced susceptibility. Lean's `χ` is the bare matrix, and `⬝ᵥ` is the dot product. The applied field belongs to the interpretation: `enhanced` is defined directly by its matrix formula.

```lean
/-- The Stoner kernel: inverse bare susceptibility minus the on-site exchange `I`. -/
def stonerKernel (χ : Matrix n n ℝ) (I : ℝ) : Matrix n n ℝ :=
  χ⁻¹ - I • (1 : Matrix n n ℝ)

/-- The quadratic Landau energy of the site magnetizations `m`. -/
def landauEnergy (χ : Matrix n n ℝ) (I : ℝ) (m : n → ℝ) : ℝ :=
  (m ⬝ᵥ (χ⁻¹ *ᵥ m) - I * (m ⬝ᵥ m)) / 2

/-- The exchange-enhanced susceptibility matrix. -/
def enhanced (χ : Matrix n n ℝ) (I : ℝ) : Matrix n n ℝ :=
  (1 - I • χ)⁻¹ * χ
```

## The energy of a susceptibility mode

The first lemma is \(v\cdot v>0\) for \(v\neq0\). It allows this factor to be divided out of inequalities.

```lean
omit [DecidableEq n] in
private lemma self_dot_pos {v : n → ℝ} (hv : v ≠ 0) : 0 < v ⬝ᵥ v :=
  lt_of_le_of_ne (Finset.sum_nonneg fun i _ => mul_self_nonneg (v i))
    (fun h => hv (dotProduct_self_eq_zero.mp h.symm))
```

The theorem `mode_inv` contains both facts about a mode of \(\chi\): its eigenvalue is positive, and \(\chi^{-1}\) has the same mode with the reciprocal eigenvalue. The hypothesis `χ.PosDef` includes symmetry, and it supplies the nonzero determinant needed to cancel \(\chi^{-1}\chi\).

```lean
/-- A mode of a positive definite susceptibility has a positive eigenvalue, and it is a mode
of the inverse susceptibility with the reciprocal eigenvalue. -/
theorem mode_inv {χ : Matrix n n ℝ} (hχ : χ.PosDef) {μ : ℝ} {v : n → ℝ}
    (hv : IsMode χ μ v) : 0 < μ ∧ IsMode χ⁻¹ μ⁻¹ v := by
  have hμ : 0 < μ := by
    have h := hχ.dotProduct_mulVec_pos hv.1
    rw [hv.2, star_trivial, dotProduct_smul, smul_eq_mul] at h
    exact (mul_pos_iff_of_pos_right (self_dot_pos hv.1)).mp h
  have hu : IsUnit χ.det := hχ.det_pos.ne'.isUnit
  have h : χ⁻¹ *ᵥ (χ *ᵥ v) = v := by
    rw [Matrix.mulVec_mulVec, Matrix.nonsing_inv_mul _ hu, Matrix.one_mulVec]
  rw [hv.2, Matrix.mulVec_smul] at h
  refine ⟨hμ, hv.1, ?_⟩
  calc χ⁻¹ *ᵥ v = μ⁻¹ • (μ • (χ⁻¹ *ᵥ v)) := by
        rw [smul_smul, inv_mul_cancel₀ hμ.ne', one_smul]
    _ = μ⁻¹ • v := by rw [h]
```

Substituting the reciprocal eigenvalue into the Landau energy gives the formula for \(E(v)\), with the squared amplitude kept explicit.

```lean
/-- The Landau energy of a mode of the bare susceptibility with eigenvalue `μ` is
`(1/μ - I)/2` times its squared amplitude. -/
theorem landauEnergy_mode {χ : Matrix n n ℝ} (hχ : χ.PosDef) (I : ℝ) {μ : ℝ} {v : n → ℝ}
    (hv : IsMode χ μ v) : landauEnergy χ I v = (1 / μ - I) / 2 * (v ⬝ᵥ v) := by
  rw [landauEnergy, (mode_inv hχ hv).2.2, dotProduct_smul, smul_eq_mul]
  ring
```

## Positive energy and a positive definite kernel

Positive definiteness of a matrix in Mathlib includes the Hermitian property, which for real entries is symmetry. It is established for the kernel first.

```lean
private lemma kernel_isHermitian {χ : Matrix n n ℝ} (hχ : χ.PosDef) (I : ℝ) :
    (stonerKernel χ I).IsHermitian := by
  unfold Matrix.IsHermitian stonerKernel
  rw [Matrix.conjTranspose_sub, Matrix.conjTranspose_smul, Matrix.conjTranspose_one,
    hχ.inv.isHermitian.eq, star_trivial]
```

The identity `e` below is \(m\cdot Km=2E(m)\). With symmetry already available, positive definiteness of the kernel becomes positive energy for every nonzero pattern. This equivalence holds for any real `I`.

```lean
/-- The Stoner kernel is positive definite exactly when every nonzero magnetization
pattern has positive Landau energy. -/
theorem kernel_posDef_iff_energy {χ : Matrix n n ℝ} (hχ : χ.PosDef) (I : ℝ) :
    (stonerKernel χ I).PosDef ↔ ∀ m : n → ℝ, m ≠ 0 → 0 < landauEnergy χ I m := by
  have e : ∀ m : n → ℝ, m ⬝ᵥ (stonerKernel χ I *ᵥ m) = 2 * landauEnergy χ I m := by
    intro m
    rw [stonerKernel, landauEnergy, Matrix.sub_mulVec, Matrix.smul_mulVec,
      Matrix.one_mulVec, dotProduct_sub, dotProduct_smul, smul_eq_mul]
    ring
  rw [Matrix.posDef_iff_dotProduct_mulVec]
  constructor
  · intro h m hm
    have h1 := h.2 hm
    rw [star_trivial, e] at h1
    linarith
  · intro h
    refine ⟨kernel_isHermitian hχ I, ?_⟩
    intro m hm
    rw [star_trivial, e]
    linarith [h m hm]
```

## The eigenvalue criterion

The main theorem assumes `χ.PosDef` and `0 < I`. Its right-hand side ranges over every real `μ` and every vector `v` that form a mode, so no ordering of the eigenvalues is needed.

```lean
/-- Multi-site Stoner criterion: the Stoner kernel is positive definite exactly when every
eigenvalue of the bare susceptibility lies below `1/I`. -/
theorem stoner_criterion {χ : Matrix n n ℝ} (hχ : χ.PosDef) {I : ℝ} (hI : 0 < I) :
    (stonerKernel χ I).PosDef ↔ ∀ (μ : ℝ) (v : n → ℝ), IsMode χ μ v → μ < 1 / I := by
  constructor
  · -- a stable kernel gives each mode a positive energy
    intro hK μ v hv
    have h := (kernel_posDef_iff_energy hχ I).mp hK v hv.1
    rw [landauEnergy_mode hχ I hv] at h
    have h1 := (mul_pos_iff_of_pos_right (self_dot_pos hv.1)).mp h
    have h2 : I < 1 / μ := by linarith
    rw [lt_div_iff₀ (mode_inv hχ hv).1] at h2
    rw [lt_div_iff₀ hI]
    linarith [mul_comm I μ]
  · -- a kernel mode with eigenvalue κ is a mode of χ with eigenvalue 1/(κ + I)
    intro h
    have hK := kernel_isHermitian hχ I
    rw [hK.posDef_iff_eigenvalues_pos]
    intro i
    have key : ∀ (κ : ℝ) (w : n → ℝ), IsMode (stonerKernel χ I) κ w → 0 < κ := by
      intro κ w hw
      have hinv : IsMode χ⁻¹ (κ + I) w := by
        refine ⟨hw.1, ?_⟩
        have h1 := hw.2
        rw [stonerKernel, Matrix.sub_mulVec, Matrix.smul_mulVec, Matrix.one_mulVec] at h1
        rw [add_smul, ← h1, sub_add_cancel]
      obtain ⟨hpos, hm⟩ := mode_inv hχ.inv hinv
      rw [Matrix.nonsing_inv_nonsing_inv _ hχ.det_pos.ne'.isUnit] at hm
      have h2 := h _ _ hm
      rw [one_div, inv_lt_inv₀ hpos hI] at h2
      linarith
    refine key _ _ ⟨?_, hK.mulVec_eigenvectorBasis i⟩
    intro h0
    apply hK.eigenvectorBasis.orthonormal.ne_zero i
    ext j
    exact congrFun h0 j
```

The first half evaluates the energy on a mode, removes the positive factor \(v\cdot v\), and rearranges \(I<1/\mu\). In the second half, `key` carries out the argument for an arbitrary kernel mode: `hinv` shifts the eigenvalue by \(I\), `mode_inv` is applied to \(\chi^{-1}\), and comparing reciprocals gives \(\kappa>0\).

The proof turns on Mathlib's spectral theorem for Hermitian matrices, used through `posDef_iff_eigenvalues_pos`. This replaces a statement about all vectors by one about a finite family of eigenvalues, indexed by the same type `n` as the sites; the index `i` labels an eigenvector here and not a position. For each `i`, `mulVec_eigenvectorBasis` supplies the eigenvalue equation. The definition `IsMode` also demands a nonzero vector, and orthonormality of the basis provides that. Because `key` was stated for every `κ` and `w`, it then applies directly to each basis vector. The expansion \(\sum_i\kappa_ic_i^2\) of the derivation by hand is contained in the Mathlib theorem.

## The enhanced susceptibility as the inverse kernel

The next theorem proves the factorization and then reverses the order of the factors when inverting the product.

```lean
/-- The Stoner denominator is the bare susceptibility times the Stoner kernel, and the enhanced
susceptibility equals Lean's matrix inverse of that kernel, which is the true inverse when the
kernel is invertible and the zero matrix otherwise. -/
theorem enhanced_eq_inv_kernel {χ : Matrix n n ℝ} (hχ : χ.PosDef) (I : ℝ) :
    1 - I • χ = χ * stonerKernel χ I ∧ enhanced χ I = (stonerKernel χ I)⁻¹ := by
  have hu : IsUnit χ.det := hχ.det_pos.ne'.isUnit
  have h : 1 - I • χ = χ * stonerKernel χ I := by
    rw [stonerKernel, mul_sub, Matrix.mul_nonsing_inv _ hu, mul_smul_comm, mul_one]
  refine ⟨h, ?_⟩
  rw [enhanced, h, Matrix.mul_inv_rev, mul_assoc, Matrix.nonsing_inv_mul _ hu, mul_one]
```

It requires no invertibility of the kernel, because Lean assigns the zero matrix as the inverse of a singular one; the physical reading applies when the kernel is invertible.

The response theorem states invertibility explicitly as `IsUnit (1 - I • χ)`. After rewriting with the previous results, the forward direction uses that products of invertible matrices are invertible and that the inverse of a positive definite matrix is positive definite. The reverse direction obtains an invertible kernel from the determinant of \(\chi K\), then inverts \(K^{-1}\) once more.

```lean
/-- Every eigenvalue of the bare susceptibility lies below `1/I` exactly when `1 - I χ` is
invertible and the enhanced susceptibility is positive definite. -/
theorem stoner_response {χ : Matrix n n ℝ} (hχ : χ.PosDef) {I : ℝ} (hI : 0 < I) :
    (∀ (μ : ℝ) (v : n → ℝ), IsMode χ μ v → μ < 1 / I) ↔
      IsUnit (1 - I • χ) ∧ (enhanced χ I).PosDef := by
  obtain ⟨h1, h2⟩ := enhanced_eq_inv_kernel hχ I
  rw [← stoner_criterion hχ hI, h2, h1]
  constructor
  · intro hK
    exact ⟨hχ.isUnit.mul hK.isUnit, hK.inv⟩
  · rintro ⟨hu, hinv⟩
    have hd := (Matrix.isUnit_iff_isUnit_det _).mp hu
    rw [Matrix.det_mul] at hd
    have h3 := hinv.inv
    rwa [Matrix.nonsing_inv_nonsing_inv _ (isUnit_of_mul_isUnit_right hd)] at h3
```

## Two equivalent sites

For a dimer with local response \(a\) and intersite response \(b\), the bare susceptibility is

\[
\chi=\begin{pmatrix}a&b\\ b&a\end{pmatrix},\qquad |b|<a .
\]

```lean
/-- Bare susceptibility of two equivalent sites: local response `a`, intersite response `b`. -/
def dimer (a b : ℝ) : Matrix (Fin 2) (Fin 2) ℝ := !![a, b; b, a]
```

Number the sites 0 and 1, as Lean does. The quadratic form is

\[
x\cdot\chi x=a(x_0^2+x_1^2)+2bx_0x_1 .
\]

For \(b\ge0\) it equals \((a-b)(x_0^2+x_1^2)+b(x_0+x_1)^2\), and for \(b\le0\) it equals \((a+b)(x_0^2+x_1^2)-b(x_0-x_1)^2\). Both are positive for \(x\ne0\). The Lean proof makes the same case distinction and gives these squares to `nlinarith`.

```lean
/-- The dimer susceptibility is positive definite when the local response exceeds the
magnitude of the intersite response. -/
theorem dimer_posDef {a b : ℝ} (hab : |b| < a) : (dimer a b).PosDef := by
  rw [Matrix.posDef_iff_dotProduct_mulVec]
  refine ⟨by ext i j; fin_cases i <;> fin_cases j <;> simp [dimer], ?_⟩
  intro x hx
  have e : star x ⬝ᵥ (dimer a b *ᵥ x) =
      a * (x 0 * x 0 + x 1 * x 1) + 2 * b * x 0 * x 1 := by
    simp [dimer, Matrix.mulVec, dotProduct, Fin.sum_univ_two]
    ring
  have hs : 0 < x 0 * x 0 + x 1 * x 1 := by
    simpa [dotProduct, Fin.sum_univ_two] using self_dot_pos hx
  obtain ⟨h1, h2⟩ := abs_lt.mp hab
  rw [e]
  rcases le_total 0 b with hb | hb
  · nlinarith [mul_pos (sub_pos.mpr h2) hs, mul_nonneg hb (sq_nonneg (x 0 + x 1))]
  · nlinarith [mul_pos (by linarith : 0 < a + b) hs,
      mul_nonneg (neg_nonneg.mpr hb) (sq_nonneg (x 0 - x 1))]
```

The normalized modes are \((1,1)/\sqrt2\) with eigenvalue \(a+b\) and \((1,-1)/\sqrt2\) with eigenvalue \(a-b\). The larger eigenvalue is \(a+|b|\), so the criterion becomes

\[
I(a+|b|)<1 .
\]

As \(I\) grows, the parallel pattern becomes unstable first for \(b>0\), and the antiparallel pattern for \(b<0\). At \(b=0\) the sites decouple and the single-site condition \(Ia<1\) returns.

```lean
/-- For two equivalent sites the Stoner kernel is positive definite exactly when
`I (a + |b|) < 1`. -/
theorem dimer_stoner {a b I : ℝ} (hab : |b| < a) (hI : 0 < I) :
    (stonerKernel (dimer a b) I).PosDef ↔ I * (a + |b|) < 1 := by
  rw [stoner_criterion (dimer_posDef hab) hI]
  constructor
  · -- test the parallel and the antiparallel pattern
    intro H
    have h1 := H (a + b) ![1, 1] ⟨fun h => by simpa using congrFun h 0, by
      ext i
      fin_cases i <;> simp [dimer, Matrix.mulVec, dotProduct, Fin.sum_univ_two]
      all_goals ring⟩
    have h2 := H (a - b) ![1, -1] ⟨fun h => by simpa using congrFun h 0, by
      ext i
      fin_cases i <;> simp [dimer, Matrix.mulVec, dotProduct, Fin.sum_univ_two]
      all_goals ring⟩
    rw [lt_div_iff₀ hI] at h1 h2
    rcases abs_cases b with ⟨e, _⟩ | ⟨e, _⟩ <;> rw [e] <;> nlinarith
  · rintro H μ v ⟨hv0, hv⟩
    have e0 : a * v 0 + b * v 1 = μ * v 0 := by
      simpa [dimer, Matrix.mulVec, dotProduct, Fin.sum_univ_two] using congrFun hv 0
    have e1 : b * v 0 + a * v 1 = μ * v 1 := by
      simpa [dimer, Matrix.mulVec, dotProduct, Fin.sum_univ_two] using congrFun hv 1
    have hle : μ ≤ a + |b| := by
      by_contra hc
      have hc' := lt_of_not_ge hc
      have p : (a + b - μ) * (v 0 + v 1) = 0 := by linear_combination e0 + e1
      have q : (a - b - μ) * (v 0 - v 1) = 0 := by linear_combination e0 - e1
      have p' := (mul_eq_zero.mp p).resolve_left (fun h => by linarith [le_abs_self b])
      have q' := (mul_eq_zero.mp q).resolve_left (fun h => by linarith [neg_le_abs b])
      have z0 : v 0 = 0 := by linarith
      have z1 : v 1 = 0 := by linarith
      apply hv0
      ext i
      fin_cases i <;> simp [z0, z1]
    rw [lt_div_iff₀ hI]
    nlinarith [mul_le_mul_of_nonneg_left hle hI.le]

end

end MultiSiteStoner
```

The forward direction tests the unnormalized patterns `![1, 1]` and `![1, -1]`. For the converse, adding and subtracting the two components of the eigenvalue equation gives

\[
(a+b-\mu)(v_0+v_1)=0,\qquad (a-b-\mu)(v_0-v_1)=0 .
\]

If \(\mu\) exceeded \(a+|b|\), neither first factor could vanish, so \(v_0=v_1=0\), which contradicts the definition of a mode. Thus \(\mu\le a+|b|<1/I\), as the general criterion requires.

```lean
#print axioms MultiSiteStoner.stoner_criterion
#print axioms MultiSiteStoner.stoner_response
#print axioms MultiSiteStoner.dimer_stoner
```

```
'MultiSiteStoner.stoner_criterion' depends on axioms: [propext, Classical.choice, Quot.sound]
'MultiSiteStoner.stoner_response' depends on axioms: [propext, Classical.choice, Quot.sound]
'MultiSiteStoner.dimer_stoner' depends on axioms: [propext, Classical.choice, Quot.sound]
```
